# The energy of a partly filled rectangular band whose second moment is Zh²

## Band, filling and moments

Energies are real numbers in any fixed unit, measured from the centre of the band. The electrons are non-interacting and at zero temperature, and the density of states is normalised to one state per atom, with no factor for spin. All integrals are taken with respect to the usual measure on the real line.

```lean
import Mathlib

open MeasureTheory

namespace SecondMomentTightBinding

noncomputable section
```

A band of width $W$ occupies the closed interval $[-W/2,\,W/2]$. The width is any real number in the definition; the theorems that evaluate the energy assume $W>0$.

```lean
/-- The energy window of a band of width `W` centred at zero. -/
abbrev band (W : ℝ) : Set ℝ := Set.Icc (-(W / 2)) (W / 2)
```

The density of states is constant inside this interval and zero outside:
$$D(E)=\begin{cases}1/W, & -W/2\le E\le W/2,\\ 0, & \text{otherwise.}\end{cases}$$
In Lean it is an indicator function defined on the whole line.

```lean
/-- The rectangular density of states: `1/W` inside the band and zero outside. -/
def rectDOS (W : ℝ) : ℝ → ℝ := (band W).indicator (fun _ => 1 / W)
```

Filling the band from the bottom up to a Fermi level $\mu$ occupies the fraction
$$f=\int_{-\infty}^{\mu}D(E)\,dE .$$

```lean
/-- The fraction of states lying at or below the Fermi level `μ`. -/
def filling (W μ : ℝ) : ℝ := ∫ E in Set.Iic μ, rectDOS W E
```

The band energy is the energy of the occupied states,
$$E_{\text{band}}=\int_{-\infty}^{\mu}E\,D(E)\,dE .$$
Since energies are measured from the band centre, it is the energy relative to the same electrons placed at the centre.

```lean
/-- The band energy: the energy integrated over all states up to the Fermi level `μ`. -/
def bandEnergy (W μ : ℝ) : ℝ := ∫ E in Set.Iic μ, E * rectDOS W E
```

The second moment measures the spread of the whole band, occupied or not:
$$M_2=\int_{-\infty}^{\infty}E^2D(E)\,dE .$$

```lean
/-- The second moment of the density of states about the band centre. -/
def secondMoment (W : ℝ) : ℝ := ∫ E, E ^ 2 * rectDOS W E
```

The atomic model that will supply a value for $M_2$ has an orthonormal basis of one orbital per atom, zero on-site energy, and the same real hopping amplitude $h$ between every pair of neighbours. Its Hamiltonian is $H=hA$, where $A_{ij}=1$ if atoms $i$ and $j$ are neighbours and $A_{ij}=0$ otherwise. Neighbours are the adjacent vertices of a simple graph `G`, so no atom is its own neighbour.

```lean
/-- The hopping Hamiltonian with amplitude `h` between neighbouring atoms of the graph `G`
and zero on-site energies. -/
def hoppingHamiltonian {V : Type*} (G : SimpleGraph V) [DecidableRel G.Adj] (h : ℝ) :
    Matrix V V ℝ := h • G.adjMatrix ℝ
```

## Integrals over the occupied part of the band

All three integrals have the form $\int_s g(E)D(E)\,dE$. The density of states removes everything outside the band. If $\mu$ lies in the band and the part of $s$ inside the band consists of the band energies up to $\mu$, then
$$\int_s g(E)\,D(E)\,dE=\frac1W\int_{-W/2}^{\mu}g(E)\,dE .$$

```lean
/-- Let `μ` lie in the band. If, among the band energies, `s` contains exactly those at or below
`μ`, the integral over `s` of `g` weighted by the density of states is the integral of `g` from the
band bottom to `μ`, divided by `W`. -/
theorem integral_rectDOS {W μ : ℝ} (g : ℝ → ℝ) (s : Set ℝ) (hμ : μ ∈ band W)
    (hs : ∀ E ∈ band W, E ∈ s ↔ E ≤ μ) :
    ∫ E in s, g E * rectDOS W E = (∫ E in (-(W / 2))..μ, g E) / W := by
  -- the occupied part of the band is an interval
  have hset : s ∩ band W = Set.Icc (-(W / 2)) μ := by
    ext E
    constructor
    · rintro ⟨h1, h2⟩
      exact ⟨h2.1, (hs E h2).1 h1⟩
    · rintro ⟨h1, h2⟩
      have hE : E ∈ band W := ⟨h1, h2.trans hμ.2⟩
      exact ⟨(hs E hE).2 h2, hE⟩
  have h : (fun E => g E * rectDOS W E) = (band W).indicator (fun E => g E * (1 / W)) := by
    ext E
    simp only [rectDOS, Set.indicator_apply]
    split_ifs <;> simp
  rw [h, setIntegral_indicator measurableSet_Icc, hset, integral_Icc_eq_integral_Ioc,
    ← intervalIntegral.integral_of_le hμ.1, intervalIntegral.integral_mul_const, mul_one_div]
```

The proof first shows that `s ∩ band W` is the interval from $-W/2$ to $\mu$. It then writes the integrand as an indicator function, restricts the integral to that interval and takes out the constant $1/W$. The set $s$ is left general so that the lemma serves both for filling up to $\mu$ and for the second moment, where $s$ is the whole line.

## Filling and the Fermi level

With $g=1$ the integral is the length of the occupied interval divided by $W$:
$$f=\frac{\mu+W/2}{W}=\frac{\mu}{W}+\frac12 .$$

```lean
/-- The filling grows linearly with the Fermi level across the band. -/
theorem filling_eq {W μ : ℝ} (hW : 0 < W) (hμ : μ ∈ band W) :
    filling W μ = μ / W + 1 / 2 := by
  have h := integral_rectDOS (fun _ => 1) (Set.Iic μ) hμ (fun _ _ => Iff.rfl)
  simp only [one_mul, intervalIntegral.integral_const, smul_eq_mul, mul_one] at h
  rw [filling, h]
  field_simp
  ring
```

Solving for the Fermi level gives $\mu=W(f-\tfrac12)$. This lies in the band when $0\le f\le1$, because $\mu+W/2=Wf\ge0$ and $W/2-\mu=W(1-f)\ge0$.

```lean
/-- Every filling fraction between zero and one fixes exactly one Fermi level in the band. -/
theorem existsUnique_fermiLevel {W f : ℝ} (hW : 0 < W) (hf : f ∈ Set.Icc (0 : ℝ) 1) :
    ∃! μ, μ ∈ band W ∧ filling W μ = f := by
  have hmem : W * (f - 1 / 2) ∈ band W := by
    constructor <;>
      nlinarith [mul_nonneg hW.le hf.1, mul_nonneg hW.le (sub_nonneg.2 hf.2)]
  refine ⟨W * (f - 1 / 2), ⟨hmem, ?_⟩, ?_⟩
  · rw [filling_eq hW hmem, mul_div_cancel_left₀ _ hW.ne']
    ring
  · rintro μ ⟨hμ, hfill⟩
    rw [filling_eq hW hμ] at hfill
    have h : μ / W = f - 1 / 2 := by linarith
    rw [div_eq_iff hW.ne'] at h
    linarith
```

The two inequalities are the ones passed to `nlinarith`. The last part of the proof takes any Fermi level in the band with filling $f$ and solves the linear relation for it, which gives uniqueness. The restriction to the band matters here: an empty band, for instance, has filling zero for every $\mu$ below it as well.

## The energy at a given filling

With $g(E)=E$,
$$E_{\text{band}}=\frac1W\cdot\frac{\mu^2-(W/2)^2}{2}=\frac{\mu^2}{2W}-\frac W8 .$$

```lean
/-- For a Fermi level `μ` in the band, the band energy is the parabola `μ² / (2W) - W / 8`. -/
theorem bandEnergy_eq {W μ : ℝ} (hW : 0 < W) (hμ : μ ∈ band W) :
    bandEnergy W μ = μ ^ 2 / (2 * W) - W / 8 := by
  have h := integral_rectDOS (fun E => E) (Set.Iic μ) hμ (fun _ _ => Iff.rfl)
  rw [bandEnergy, h, integral_id]
  field_simp
  ring
```

Substituting $\mu=W(f-\tfrac12)$ gives
$$E_{\text{band}}=\frac W2\left(f-\frac12\right)^2-\frac W8=\frac W2\,(f^2-f)=-\frac{W f(1-f)}{2}.$$

```lean
/-- A rectangular band of width `W` filled to the fraction `f` has band energy
`-W f (1 - f) / 2`. -/
theorem bandEnergy_of_filling {W μ f : ℝ} (hW : 0 < W) (hμ : μ ∈ band W)
    (hf : filling W μ = f) : bandEnergy W μ = -W * f * (1 - f) / 2 := by
  rw [← hf, filling_eq hW hμ, bandEnergy_eq hW hμ]
  field_simp
  ring
```

The theorem takes a Fermi level in the band and calls its filling `f`, so $0\le f\le1$ holds without being assumed separately. The Lean proof substitutes in the other direction, replacing $f$ by $\mu/W+\tfrac12$, and leaves the algebra to `field_simp` and `ring`. In the limits of an empty band, $f=0$, and a full band, $f=1$, the energy vanishes: a full band gains nothing, because its states above the centre cancel those below.

## From the second moment to the square-root law

With $g(E)=E^2$ and the whole band included,
$$M_2=\frac1W\int_{-W/2}^{W/2}E^2\,dE=\frac1W\cdot\frac{2(W/2)^3}{3}=\frac{W^2}{12}.$$

```lean
/-- The second moment of the rectangular density of states is `W² / 12`. -/
theorem secondMoment_eq {W : ℝ} (hW : 0 < W) : secondMoment W = W ^ 2 / 12 := by
  have h := integral_rectDOS (W := W) (μ := W / 2) (fun E => E ^ 2) Set.univ
    ⟨by linarith, le_rfl⟩ (fun E hE => iff_of_true (Set.mem_univ E) hE.2)
  rw [secondMoment, ← setIntegral_univ, h, integral_pow]
  push_cast
  field_simp
  ring
```

Now suppose that $M_2=Zh^2$. Then $W^2/12=Zh^2$, hence $(W/2)^2=3Zh^2$. Both $W/2$ and $\sqrt{3Z}\,|h|$ are non-negative, so
$$\frac W2=\sqrt{3Z}\,|h|,\qquad E_{\text{band}}=-\sqrt{3Z}\,|h|\,f(1-f).$$
The absolute value appears because the width does not depend on the sign of the hopping.

```lean
/-- If the second moment of the band equals `Z h²`, the band energy at filling `f` is
`-√(3Z) |h| f (1 - f)`. -/
theorem bandEnergy_second_moment {W μ f Z h : ℝ} (hW : 0 < W) (hμ : μ ∈ band W)
    (hf : filling W μ = f) (hm : secondMoment W = Z * h ^ 2) :
    bandEnergy W μ = -Real.sqrt (3 * Z) * |h| * f * (1 - f) := by
  rw [secondMoment_eq hW] at hm
  -- the moment condition fixes the half-width of the band
  have hwidth : Real.sqrt (3 * Z) * |h| = W / 2 := by
    have hsq : 3 * Z * h ^ 2 = (W / 2) ^ 2 := by linear_combination (-3) * hm
    rw [← Real.sqrt_sq_eq_abs, ← Real.sqrt_mul' _ (sq_nonneg h), hsq,
      Real.sqrt_sq (by positivity)]
  rw [bandEnergy_of_filling hW hμ hf]
  linear_combination (f * (1 - f)) * hwidth
```

The intermediate statement `hwidth` is the relation for the half-width, and the final `linear_combination` multiplies it by $f(1-f)$. In this theorem $Z$ is any real number, although the moment condition and $W>0$ together force $Z>0$ and $h\neq0$.

For a numerical instance, take $Z=12$ and $h=-1$ eV. Then $M_2=12$ eV², $W=12$ eV and $\sqrt{3Z}\,|h|=6$ eV. At $f=1/4$ the Fermi level is $-3$ eV and the energy is $-6\cdot\tfrac14\cdot\tfrac34=-1.125$ eV. The parabola in $\mu$ gives the same value, $9/24-12/8=-1.125$ eV.

## Counting neighbours

The diagonal element of $H^2$ at atom $i$ sums over all hops away from $i$ and back:
$$(H^2)_{ii}=\sum_j H_{ij}H_{ji}=h^2\sum_j A_{ij}A_{ji}=Z_i h^2,$$
where $Z_i$ is the number of neighbours of atom $i$.

```lean
/-- The diagonal element of the squared hopping Hamiltonian at an atom is its number of
neighbours times the squared hopping amplitude. -/
theorem hopping_second_moment {V : Type*} [Fintype V] (G : SimpleGraph V)
    [DecidableRel G.Adj] (h : ℝ) (i : V) :
    (hoppingHamiltonian G h * hoppingHamiltonian G h) i i = (G.degree i : ℝ) * h ^ 2 := by
  rw [hoppingHamiltonian, Matrix.smul_mul, Matrix.mul_smul, Matrix.smul_apply,
    Matrix.smul_apply, SimpleGraph.adjMatrix_mul_self_apply_self]
  simp only [smul_eq_mul]
  ring
```

The proof takes the two factors of $h$ out of the matrix product and uses the Mathlib lemma that the diagonal of $A^2$ counts neighbours, `G.degree i` in Lean. The set of atoms `V` is finite, but the graph may be irregular, so different atoms may have different coordination numbers.

In physical terms $(H^2)_{ii}$ is the second moment of the local density of states at atom $i$, in which each energy level is weighted by the squared amplitude of its normalised eigenvector on that atom. The second-moment approximation replaces this local density of states by a simple shape with the same second moment. Here the shape is the rectangle, and the matching condition is
$$\frac{W^2}{12}=Z_i h^2 .$$

```lean
/-- When the rectangular band has the second moment of the hopping Hamiltonian at atom `i`, its band
energy at filling `f` is `-√(3Z) |h| f (1 - f)` with `Z` the number of neighbours of that atom. -/
theorem bandEnergy_of_hopping {V : Type*} [Fintype V] (G : SimpleGraph V)
    [DecidableRel G.Adj] (i : V) {W μ f h : ℝ} (hW : 0 < W) (hμ : μ ∈ band W)
    (hf : filling W μ = f)
    (hm : secondMoment W = (hoppingHamiltonian G h * hoppingHamiltonian G h) i i) :
    bandEnergy W μ = -Real.sqrt (3 * (G.degree i : ℝ)) * |h| * f * (1 - f) :=
  bandEnergy_second_moment hW hμ hf (hm.trans (hopping_second_moment G h i))
```

The condition enters as the hypothesis `hm`; the rectangular shape itself is a model and is not derived from $H$. The theorem therefore gives the energy of the matched rectangle, which in general differs from the energy obtained by diagonalising $H$. An isolated atom is excluded, since its second moment is zero and $W$ is positive.

The smallest case is a dimer, with $Z_i=1$. At half filling the matched rectangle gives $-\sqrt3\,|h|/4\approx-0.433\,|h|$ per atom. The dimer itself has levels at $\pm|h|$, each with weight one half on either atom, and filling the lower one gives $-|h|/2$ per atom.

Within this non-interacting model with a rectangular band, at fixed $h$ and fixed $f$ strictly between 0 and 1, the binding grows as the square root of the coordination number, which is the dependence built into second-moment potentials for metals. A sum of identical pair bonds would grow linearly with it.

## Half filling

At fixed width the energy $\mu^2/(2W)-W/8$ is lowest at $\mu=0$, where $f=\tfrac12$ and the energy is $-W/8$. Any other Fermi level in the band adds the positive amount $\mu^2/(2W)$: below the centre some states of negative energy are left empty, and above it some states of positive energy are occupied.

```lean
/-- With the Fermi level at the band centre the band is half filled, and every other Fermi
level in the band gives a strictly higher band energy. -/
theorem half_filling_optimal {W : ℝ} (hW : 0 < W) :
    filling W 0 = 1 / 2 ∧ ∀ μ ∈ band W, μ ≠ 0 → bandEnergy W 0 < bandEnergy W μ := by
  have h0 : (0 : ℝ) ∈ band W := ⟨by linarith, by linarith⟩
  refine ⟨by rw [filling_eq hW h0]; simp, fun μ hμ hne => ?_⟩
  rw [bandEnergy_eq hW h0, bandEnergy_eq hW hμ]
  have hpos : 0 < μ ^ 2 / (2 * W) := by positivity
  have hzero : (0 : ℝ) ^ 2 / (2 * W) = 0 := by simp
  linarith

end

end SecondMomentTightBinding
```

The proof evaluates both energies with the parabola and compares them. The statement concerns the band energy alone; a repulsive term between the atoms is not part of the model.

```lean
#print axioms SecondMomentTightBinding.existsUnique_fermiLevel
-- 'SecondMomentTightBinding.existsUnique_fermiLevel' depends on axioms: [propext, Classical.choice, Quot.sound]
#print axioms SecondMomentTightBinding.bandEnergy_second_moment
-- 'SecondMomentTightBinding.bandEnergy_second_moment' depends on axioms: [propext, Classical.choice, Quot.sound]
#print axioms SecondMomentTightBinding.bandEnergy_of_hopping
-- 'SecondMomentTightBinding.bandEnergy_of_hopping' depends on axioms: [propext, Classical.choice, Quot.sound]
#print axioms SecondMomentTightBinding.half_filling_optimal
-- 'SecondMomentTightBinding.half_filling_optimal' depends on axioms: [propext, Classical.choice, Quot.sound]
```
